# In a finite basis, the length-form core-level dipole strength is independent of the origin exactly when the final state is orthogonal to the core state

An X-ray absorption intensity computed from position matrix elements between a core state and a final state can change when the coordinate origin is moved, although nothing physical has changed, and the formula itself gives no warning. For states and positions in a finite orthonormal basis, the Lean file below shows that this happens exactly when the final state has a nonzero overlap with the core state, and it gives the size and form of the dependence.

```lean
import Mathlib

open Matrix ComplexConjugate

namespace DipoleStrengthOrigin

noncomputable section

variable {n ι : Type*} [Fintype n] [DecidableEq n] [Fintype ι]

/-- The overlap `⟨f, g⟩` of two state vectors, conjugate-linear in the first slot. -/
def braket (f g : n → ℂ) : ℂ := star f ⬝ᵥ g

/-- The matrix element `d_a = ⟨f, X_a c⟩` of the position component `X_a` between the
final state `f` and the core state `c`. -/
def bareMoment (X : ι → Matrix n n ℂ) (f c : n → ℂ) (a : ι) : ℂ := braket f (X a *ᵥ c)

/-- The transition dipole moment `⟨f, (X_a - R_a) c⟩` taken about the origin `R`. -/
def transitionMoment (X : ι → Matrix n n ℂ) (R : ι → ℝ) (f c : n → ℂ) (a : ι) : ℂ :=
  braket f ((X a - (R a : ℂ) • (1 : Matrix n n ℂ)) *ᵥ c)

/-- The dipole strength `S(R) = ∑_a |⟨f, (X_a - R_a) c⟩|²` about the origin `R`. -/
def strength (X : ι → Matrix n n ℂ) (f c : n → ℂ) (R : ι → ℝ) : ℝ :=
  ∑ a, ‖transitionMoment X R f c a‖ ^ 2

/-- The origin with components `Re(conj⟨f,c⟩ d_a) / |⟨f,c⟩|²`. -/
def optimalOrigin (X : ι → Matrix n n ℂ) (f c : n → ℂ) (a : ι) : ℝ :=
  (conj (braket f c) * bareMoment X f c a).re / ‖braket f c‖ ^ 2

/-- The vector `f - ⟨c, f⟩ c`; for normalised `c` this is `f` with its component along `c` removed.
-/
def projectOut (c f : n → ℂ) : n → ℂ := f - braket c f • c

/-- The real diagonal position matrix `X_a` whose entry at grid point `j` is the
coordinate `x j a`. -/
def positionOp (x : n → ι → ℝ) (a : ι) : Matrix n n ℂ := diagonal fun j => (x j a : ℂ)

omit [Fintype ι] in
/-- The transition moment about `R` is `d_a - R_a ⟨f, c⟩`. -/
theorem moment_shift (X : ι → Matrix n n ℂ) (R : ι → ℝ) (f c : n → ℂ) (a : ι) :
    transitionMoment X R f c a = bareMoment X f c a - (R a : ℂ) * braket f c := by
  have h : ∀ r : ℂ, (X a - r • (1 : Matrix n n ℂ)) *ᵥ c = X a *ᵥ c - r • c := by
    intro r
    rw [Matrix.sub_mulVec]
    congr 1
    ext i
    simp [Matrix.mulVec, dotProduct, Matrix.one_apply]
  simp only [transitionMoment, bareMoment, braket, h, dotProduct_sub, dotProduct_smul,
    smul_eq_mul]

/-- For real `r` and complex `d, s`: `|d - r s|² = |d|² - 2 r Re(conj s d) + |s|² r²`. -/
theorem normSq_shift (d s : ℂ) (r : ℝ) :
    ‖d - (r : ℂ) * s‖ ^ 2 = ‖d‖ ^ 2 - 2 * (r * (conj s * d).re) + ‖s‖ ^ 2 * r ^ 2 := by
  simp only [Complex.sq_norm, Complex.normSq_apply, Complex.sub_re, Complex.sub_im,
    Complex.mul_re, Complex.mul_im, Complex.ofReal_re, Complex.ofReal_im, Complex.conj_re,
    Complex.conj_im]
  ring

/-- The dipole strength as a quadratic polynomial in the origin:
`S(R) = ∑|d_a|² - 2 ∑ R_a Re(conj⟨f,c⟩ d_a) + |⟨f,c⟩|² |R|²`. -/
theorem strength_expand (X : ι → Matrix n n ℂ) (f c : n → ℂ) (R : ι → ℝ) :
    strength X f c R = ∑ a, ‖bareMoment X f c a‖ ^ 2
      - 2 * ∑ a, R a * (conj (braket f c) * bareMoment X f c a).re
      + ‖braket f c‖ ^ 2 * ∑ a, R a ^ 2 := by
  simp only [strength, moment_shift, normSq_shift, Finset.mul_sum, Finset.sum_add_distrib,
    Finset.sum_sub_distrib]

/-- The second difference of the strength under displacement of the origin by `±R` is
`2 |⟨f,c⟩|² |R|²`, about any origin `R₀`. -/
theorem strength_second_difference (X : ι → Matrix n n ℂ) (f c : n → ℂ) (R₀ R : ι → ℝ) :
    strength X f c (R₀ + R) + strength X f c (R₀ - R) - 2 * strength X f c R₀
      = 2 * (‖braket f c‖ ^ 2 * ∑ a, R a ^ 2) := by
  have h : ∀ a, ‖transitionMoment X (R₀ + R) f c a‖ ^ 2 + ‖transitionMoment X (R₀ - R) f c a‖ ^ 2
      - 2 * ‖transitionMoment X R₀ f c a‖ ^ 2 = 2 * (‖braket f c‖ ^ 2 * R a ^ 2) := by
    intro a
    simp only [moment_shift, normSq_shift, Pi.add_apply, Pi.sub_apply]
    ring
  simp only [strength, Finset.mul_sum, ← Finset.sum_add_distrib, ← Finset.sum_sub_distrib]
  exact Finset.sum_congr rfl fun a _ => h a

/-- For any matrices `X_a` in at least one direction, the dipole strength is the same for all
origins if and only if the final state is orthogonal to the core state. -/
theorem strength_origin_independent_iff [Nonempty ι] (X : ι → Matrix n n ℂ) (f c : n → ℂ) :
    (∀ R R' : ι → ℝ, strength X f c R = strength X f c R') ↔ braket f c = 0 := by
  constructor
  · intro h
    -- a constant strength has vanishing second difference
    have h0 := strength_second_difference X f c 0 1
    have h1 := h (0 + 1) 0
    have h2 := h (0 - 1) 0
    have hpos : 0 < ∑ a, (1 : ι → ℝ) a ^ 2 :=
      Finset.sum_pos (fun a _ => by simp) Finset.univ_nonempty
    have hz : ‖braket f c‖ ^ 2 * ∑ a, (1 : ι → ℝ) a ^ 2 = 0 := by linarith
    rcases mul_eq_zero.mp hz with h3 | h3
    · exact norm_eq_zero.mp ((pow_eq_zero_iff two_ne_zero).mp h3)
    · exact absurd h3 hpos.ne'
  · intro hz R R'
    -- each moment reduces to `d_a`
    simp only [strength, moment_shift, hz, mul_zero, sub_zero]

/-- If `R₀` solves `|⟨f,c⟩|² R₀_a = Re(conj⟨f,c⟩ d_a)` for all `a`, then
`S(R) = S(R₀) + |⟨f,c⟩|² |R - R₀|²`. -/
theorem strength_complete_square (X : ι → Matrix n n ℂ) (f c : n → ℂ) (R₀ R : ι → ℝ)
    (h0 : ∀ a, ‖braket f c‖ ^ 2 * R₀ a = (conj (braket f c) * bareMoment X f c a).re) :
    strength X f c R = strength X f c R₀ + ‖braket f c‖ ^ 2 * ∑ a, (R a - R₀ a) ^ 2 := by
  have h : ∀ a, ‖transitionMoment X R f c a‖ ^ 2
      = ‖transitionMoment X R₀ f c a‖ ^ 2 + ‖braket f c‖ ^ 2 * (R a - R₀ a) ^ 2 := by
    intro a
    simp only [moment_shift, normSq_shift]
    linear_combination 2 * (R a - R₀ a) * h0 a
  simp only [strength, Finset.mul_sum, ← Finset.sum_add_distrib]
  exact Finset.sum_congr rfl fun a _ => h a

/-- If the final state overlaps the core state, the strength at `optimalOrigin` is strictly
smaller than at every other origin. -/
theorem strength_strict_min (X : ι → Matrix n n ℂ) (f c : n → ℂ) (hs : braket f c ≠ 0)
    (R : ι → ℝ) (hR : R ≠ optimalOrigin X f c) :
    strength X f c (optimalOrigin X f c) < strength X f c R := by
  have hN : ‖braket f c‖ ≠ 0 := norm_ne_zero_iff.mpr hs
  have h0 : ∀ a, ‖braket f c‖ ^ 2 * optimalOrigin X f c a
      = (conj (braket f c) * bareMoment X f c a).re := by
    intro a
    unfold optimalOrigin
    field_simp
  obtain ⟨a, ha⟩ := Function.ne_iff.mp hR
  -- the displacement from the optimal origin has positive squared length
  have hsum : 0 < ∑ b, (R b - optimalOrigin X f c b) ^ 2 :=
    Finset.sum_pos' (fun _ _ => sq_nonneg _)
      ⟨a, Finset.mem_univ _,
        lt_of_le_of_ne (sq_nonneg _) (pow_ne_zero 2 (sub_ne_zero.mpr ha)).symm⟩
  have hN2 : 0 < ‖braket f c‖ ^ 2 := lt_of_le_of_ne (sq_nonneg _) (pow_ne_zero 2 hN).symm
  have hp := mul_pos hN2 hsum
  have hc := strength_complete_square X f c (optimalOrigin X f c) R h0
  linarith

/-- For a normalised core state `c`, the strength computed with the final state
`f - ⟨c, f⟩ c` is the same for all origins. -/
theorem strength_projectOut (X : ι → Matrix n n ℂ) (f c : n → ℂ) (hc : braket c c = 1)
    (R R' : ι → ℝ) :
    strength X (projectOut c f) c R = strength X (projectOut c f) c R' := by
  have hsym : star (braket c f) = braket f c := by
    simp [braket, dotProduct, star_sum, mul_comm]
  have hlin : ∀ t : ℂ, braket (f - t • c) c = braket f c - star t * braket c c := by
    intro t
    simp only [braket, star_sub, star_smul, sub_dotProduct, smul_dotProduct, smul_eq_mul]
  -- the projected state is orthogonal to the core
  have hz : braket (projectOut c f) c = 0 := by
    rw [projectOut, hlin, hsym, hc]
    ring
  simp only [strength, moment_shift, hz, mul_zero, sub_zero]

/-- For real grid coordinates `x_j ∈ ℝ³`, the strength `∑_a |∑_j conj f_j (x_ja - R_a) c_j|²`
is the same for all origins `R ∈ ℝ³` if and only if `∑_j conj f_j c_j = 0`. -/
theorem grid_strength_origin_independent_iff (x : n → Fin 3 → ℝ) (f c : n → ℂ) :
    (∀ R R' : Fin 3 → ℝ,
      ∑ a, ‖∑ j, star (f j) * (((x j a : ℂ) - (R a : ℂ)) * c j)‖ ^ 2
        = ∑ a, ‖∑ j, star (f j) * (((x j a : ℂ) - (R' a : ℂ)) * c j)‖ ^ 2)
      ↔ ∑ j, star (f j) * c j = 0 := by
  have h : ∀ (R : Fin 3 → ℝ) (a : Fin 3), transitionMoment (positionOp x) R f c a
      = ∑ j, star (f j) * (((x j a : ℂ) - (R a : ℂ)) * c j) := by
    intro R a
    rw [moment_shift]
    simp only [bareMoment, braket, positionOp, dotProduct, Matrix.mulVec_diagonal,
      Pi.star_apply, Finset.mul_sum, ← Finset.sum_sub_distrib]
    refine Finset.sum_congr rfl fun j _ => ?_
    ring
  have main := strength_origin_independent_iff (positionOp x) f c
  simp only [strength, h] at main
  exact main

end

end DipoleStrengthOrigin
```
```lean
#print axioms DipoleStrengthOrigin.strength_origin_independent_iff
#print axioms DipoleStrengthOrigin.strength_strict_min
#print axioms DipoleStrengthOrigin.strength_projectOut
#print axioms DipoleStrengthOrigin.grid_strength_origin_independent_iff
```

```
'DipoleStrengthOrigin.strength_origin_independent_iff' depends on axioms: [propext, Classical.choice, Quot.sound]
'DipoleStrengthOrigin.strength_strict_min' depends on axioms: [propext, Classical.choice, Quot.sound]
'DipoleStrengthOrigin.strength_projectOut' depends on axioms: [propext, Classical.choice, Quot.sound]
'DipoleStrengthOrigin.grid_strength_origin_independent_iff' depends on axioms: [propext, Classical.choice, Quot.sound]
```

## States, moments and the strength

The core state \(c\) and the final state \(f\) are complex vectors with components \(c_j, f_j\), where \(j\) runs over a finite index type `n`. Their overlap is
\[ s = \langle f, c\rangle = \sum_j \overline{f_j}\, c_j , \]
which is `braket f c`. The definition `star f ⬝ᵥ g` conjugates the first slot, as in Dirac notation, and it contains no overlap matrix, so the basis is taken as orthonormal. Neither vector is required to be normalised.

Directions are labelled by \(a\) in a finite type `ι`. For each direction there is a complex matrix \(X_a\), written `X a`, that stands for the position component along \(a\). The origin is a real vector \(R\) with components \(R_a\). Three quantities follow:
\[ d_a = \langle f, X_a c\rangle, \qquad m_a(R) = \langle f, (X_a - R_a \mathbb 1)\,c\rangle, \qquad S(R) = \sum_a |m_a(R)|^2 , \]
with \(\mathbb 1\) the identity matrix. These are `bareMoment`, `transitionMoment` and `strength`. Below, \(|R|^2\) means \(\sum_a R_a^2\).

The central theorem, `strength_origin_independent_iff`, says that \(S(R) = S(R')\) for all real origins \(R, R'\) if and only if \(s = 0\). It holds for arbitrary complex matrices \(X_a\), which need not be diagonal, Hermitian or commuting. Its one hypothesis, `[Nonempty ι]`, asks for at least one direction. With no direction at all \(S\) is an empty sum, zero for every origin, whatever \(s\) is. An empty basis is allowed, and then \(s=0\) and \(S=0\).

The theorem `grid_strength_origin_independent_iff` is the case of a real-space grid in three dimensions. Grid point \(j\) has real coordinates \(x_{ja}\), written `x j a`, with \(a = 0, 1, 2\) as in `Fin 3`, and `positionOp` is the diagonal matrix of these coordinates. The statement has no matrices left in it: the sum
\[ \sum_{a}\Big|\sum_j \overline{f_j}\,(x_{ja} - R_a)\,c_j\Big|^2 \]
is the same for all \(R \in \mathbb R^3\) if and only if \(\sum_j \overline{f_j} c_j = 0\). A volume element of the grid is understood as absorbed into the components \(f_j\) and \(c_j\).

The remaining theorems describe the dependence when it is present, and one way to remove it. `strength_expand` writes \(S\) as a quadratic polynomial in \(R\). `strength_second_difference` gives its curvature about any reference origin \(R_0\). `strength_strict_min` says that for \(s \ne 0\) the origin \(R^*\) with components
\[ R^*_a = \frac{\operatorname{Re}(\bar s\, d_a)}{|s|^2}, \]
which is `optimalOrigin`, gives a strength strictly below that of every other origin. The hypothesis `hs` keeps the division away from \(s=0\), where Lean would assign \(R^* = 0\). Finally `strength_projectOut` says that if \(\langle c,c\rangle = 1\), the state \(f' = f - \langle c,f\rangle c\), which is `projectOut c f`, has the same strength for all origins.

Origin dependence here means that some pair of origins gives different values. It does not mean that every pair does: by `strength_complete_square`, all origins at the same distance from \(R^*\) give the same \(S\).

## Core excitation in the electric-dipole approximation

In a one-electron picture of core-level absorption in the length form, the rate for exciting \(c\) to \(f\) with light of real unit polarisation \(e\) is proportional to \(|\sum_a e_a m_a|^2\). Averaged over all orientations of \(e\) in three dimensions this is \(S/3\), so \(S\) is the quantity relevant to an unoriented sample. The charge, the photon-energy prefactor, the energy-conserving delta function and lifetime broadening multiply or weight \(S\) and do not depend on the origin. They are not represented in the file, nor are multipoles beyond the dipole, many-electron states, or the infinite-dimensional function space.

The file contains no Hamiltonian. The condition \(s = 0\) is therefore not derived from any dynamics; it is shown to be equivalent to origin independence, and whether it holds depends on where the two states came from. Eigenstates of one Hermitian Hamiltonian with different energies are orthogonal, so the condition holds for them. It can fail when the two states have different sources, for example a core orbital from an atomic calculation combined with a smooth pseudo-wavefunction that has not been reconstructed near the nucleus, or a ground-state core orbital combined with a final state computed in the presence of a core hole. For a one-electron transition in a finite orthonormal basis, the theorems say that such a calculation is insensitive to the origin precisely when the overlap vanishes, and that otherwise the strength exceeds its least value by \(|s|^2\) times the squared distance from \(R^*\). A diagonal matrix of coordinates describes a finite cluster or box, and the position operator under periodic boundary conditions is not of this form.

## A quadratic polynomial in the origin

Linearity of the overlap in its second slot gives
\[ m_a(R) = \langle f, X_a c\rangle - R_a\langle f, c\rangle = d_a - R_a s . \]
If \(s=0\), every moment equals \(d_a\) and \(S\) does not contain \(R\). This is one direction of the theorem. In Lean the shift formula is `moment_shift`. Its auxiliary statement `h` is \((X_a - r\mathbb 1)c = X_a c - r c\) for complex \(r\), checked entry by entry, after which `dotProduct_sub` and `dotProduct_smul` supply the linearity.

For complex \(d, s\) and real \(r\),
\[ |d - rs|^2 = (d - rs)(\bar d - r\bar s) = |d|^2 - r(\bar s d + s\bar d) + r^2|s|^2 = |d|^2 - 2r\operatorname{Re}(\bar s d) + |s|^2 r^2 . \]
The step \(\overline{rs} = r\bar s\) uses that the origin is real. `normSq_shift` proves the identity by writing both sides in real and imaginary parts and calling `ring`. Summing over directions gives `strength_expand`:
\[ S(R) = \sum_a |d_a|^2 - 2\sum_a R_a \operatorname{Re}(\bar s d_a) + |s|^2|R|^2 . \]
The later proofs do not pass through this summed form. Those of `strength_second_difference` and `strength_complete_square` apply the two lemmas direction by direction and sum at the end with `Finset.sum_congr`.

For the other direction of the theorem, displace a reference origin \(R_0\), with components \(R_{0,a}\), by \(\pm R\). In the combination \(S(R_0+R) + S(R_0-R) - 2S(R_0)\) the constant terms cancel, the linear terms cancel because \((R_{0,a}+R_a) + (R_{0,a}-R_a) - 2R_{0,a} = 0\), and the quadratic terms give \((R_{0,a}+R_a)^2 + (R_{0,a}-R_a)^2 - 2R_{0,a}^2 = 2R_a^2\). Hence
\[ S(R_0+R) + S(R_0-R) - 2S(R_0) = 2|s|^2|R|^2 , \]
which is `strength_second_difference`. If \(S\) is constant the left side is zero, so \(|s|^2|R|^2 = 0\) for every \(R\), and any \(R \neq 0\) forces \(s=0\). The Lean proof takes \(R_0 = 0\) and \(R = (1,\dots,1)\) in `h0`. The two instances `h1` and `h2` of constancy say that \(S(\pm R) = S(0)\), and `linarith` combines them into `hz`, the vanishing of \(|s|^2|R|^2\). `hpos` states that \(|R|^2\), here the number of directions, is positive, which is where nonemptiness enters. Then `mul_eq_zero` leaves only \(|s|^2 = 0\). Three origins suffice for this argument.

The grid theorem is this result applied to `positionOp x`. Its step `h` rewrites \(d_a - R_a s\) as \(\sum_j \overline{f_j}x_{ja}c_j - R_a\sum_j\overline{f_j}c_j\), using `Matrix.mulVec_diagonal`, and merges the two sums term by term.

## The origin of least strength and the projected final state

Write \(p_a = \operatorname{Re}(\bar s d_a)\) and suppose that \(R_0\) solves the stationarity condition \(|s|^2R_{0,a} = p_a\) for all \(a\). Then for each direction
\[ |m_a(R)|^2 - |m_a(R_0)|^2 - |s|^2(R_a - R_{0,a})^2 = 2(R_a - R_{0,a})\big(|s|^2R_{0,a} - p_a\big) = 0 , \]
and summing gives \(S(R) = S(R_0) + |s|^2|R - R_0|^2\). The factor in the middle expression is what `linear_combination 2 * (R a - R₀ a) * h0 a` hands to Lean in `strength_complete_square`. For \(s\neq0\) the condition is solved by \(R^*\), which `field_simp` confirms inside `strength_strict_min`. An origin \(R \ne R^*\) differs from \(R^*\) in some component, so \(|R - R^*|^2 > 0\) (`hsum`), also \(|s|^2>0\) (`hN2`), and the added term is strictly positive. The minimiser is a property of the polynomial and has no claim to be the physically correct origin.

For the projected state, conjugate linearity in the first slot gives
\[ \langle f', c\rangle = \langle f,c\rangle - \overline{\langle c,f\rangle}\,\langle c,c\rangle = s - s\cdot 1 = 0 . \]
These are `hlin` and `hsym` in `strength_projectOut`, and the conclusion follows from `moment_shift` as before. The vector \(f'\) is in general not normalised. For unit \(f\) its squared norm is \(1 - |s|^2\), and the strength of the normalised projected state is the computed one divided by \(1-|s|^2\), provided \(f\) is not parallel to \(c\). The same linearity gives \(\langle f', X_a c\rangle = d_a - s\langle c, X_a c\rangle\), so for Hermitian \(X_a\) one expects projection to reproduce the unprojected strength with the origin placed at the centroid of the core state.

## Two grid points

Take grid points \(j = 0, 1\) at \((-1,0,0)\) and \((1,0,0)\), and the normalised states \(c = (1,1)/\sqrt2\) and \(f = (-3,4)/5\). Then
\[ s = \frac{-3+4}{5\sqrt2} = \frac{1}{5\sqrt2}, \qquad d_0 = \frac{3+4}{5\sqrt2} = \frac{7}{5\sqrt2}, \qquad d_1 = d_2 = 0 , \]
so \(|s|^2 = 1/50\). For an origin \(R = (u,v,w)\),
\[ S(u,v,w) = \frac{(7-u)^2 + v^2 + w^2}{50} . \]
At the midpoint \(S = 49/50 = 0.98\). At the two grid points \(S(1,0,0) = 0.72\) and \(S(-1,0,0) = 1.28\), and the second difference is \(0.72 + 1.28 - 1.96 = 0.04 = 2|s|^2\), in agreement with the formula for \(|R|=1\). A squared overlap of two percent changes the strength by more than a quarter when the origin moves by half the distance between the points. The minimiser is \(R^* = (7,0,0)\), far outside the system, and there \(S = 0\), so the transition appears dark.

Projection gives \(f' = (-3,4)/5 - (1,1)/10 = (-7,7)/10\), which is orthogonal to \(c\). Its moment is \(7/(5\sqrt2)\) along direction \(0\) and zero along the others for every origin, so its strength is \(49/50\), the value found at the core centroid. Its squared norm is also \(49/50\), and the normalised state \((-1,1)/\sqrt2\) has strength \(1\).

## A non-orthogonal basis

The file subtracts `(R a : ℂ) • (1 : Matrix n n ℂ)`, which is correct for an orthonormal basis. With non-orthogonal atomic orbitals, the inner product carries a Hermitian positive overlap matrix \(O\), and the operator for the position relative to \(R\) is represented by \(X_a - R_a O\). The moment would then be \(d_a - R_a\langle f, Oc\rangle\), and the polynomial argument would run with \(\langle f, Oc\rangle\) in the place of \(s\). The criterion would become \(\langle f, Oc\rangle = 0\), normalisation would read \(\langle c, Oc\rangle = 1\), and the projection would be \(f - \langle c, Of\rangle c\). The plain product \(\sum_j\overline{f_j}c_j\) of coefficient vectors would be the wrong quantity to test. This variant, like the remark on the core centroid above, is argued in the prose only and is not among the theorems of the file.
